# Particle-hole exchange of the down electrons relates the lowest Hubbard energies at U and −U on a finite bipartite lattice

On a single site holding one up electron and $m=0$ or $1$ down electrons, the interaction energy is $Um=U+(-U)(1-m)$: counted in down holes, the repulsion becomes an attraction plus a constant. The file below extends this to $L$ sites with real symmetric hopping between two sublattices, where the lowest energy $E(U;a,b)$ with $a$ up and $b$ down electrons, $0\le a,b\le L$, obeys $E(U;a,b)=Ua+E(-U;a,L-b)$.

```lean
import Mathlib

open ComplexConjugate

namespace HubbardParticleHole

noncomputable section

variable {L : ℕ}

/-- The fermionic string sign: a factor -1 for each occupied site of `B` before site `i`. -/
def stringSign (i : Fin L) (B : Finset (Fin L)) : ℂ :=
  ∏ j ∈ B, if j < i then -1 else 1

/-- Annihilation of a fermion at site `i`, acting on amplitudes of occupied sets. -/
def annih (i : Fin L) (φ : Finset (Fin L) → ℂ) (B : Finset (Fin L)) : ℂ :=
  (if i ∈ B then 0 else stringSign i B) * φ (insert i B)

/-- Creation of a fermion at site `i`, acting on amplitudes of occupied sets. -/
def create (i : Fin L) (φ : Finset (Fin L) → ℂ) (B : Finset (Fin L)) : ℂ :=
  (if i ∈ B then stringSign i B else 0) * φ (B.erase i)

/-- The hopping operator: the sum over `i, j` of `t i j` times creation at `i` after
annihilation at `j`. -/
def hop (t : Fin L → Fin L → ℝ) (φ : Finset (Fin L) → ℂ) (B : Finset (Fin L)) : ℂ :=
  ∑ i, ∑ j, (t i j : ℂ) * create i (annih j φ) B

/-- The Hubbard Hamiltonian on amplitudes `ψ A B`, with up electrons on `A` and down electrons
on `B`: hopping of both species, and `U` for each doubly occupied site. -/
def hubbard (t : Fin L → Fin L → ℝ) (U : ℝ) (ψ : Finset (Fin L) → Finset (Fin L) → ℂ)
    (A B : Finset (Fin L)) : ℂ :=
  hop t (fun A' => ψ A' B) A + hop t (ψ A) B + (U : ℂ) * ((A ∩ B).card : ℂ) * ψ A B

/-- A normalised state with exactly `a` up and `b` down electrons. -/
def IsState (a b : ℕ) (ψ : Finset (Fin L) → Finset (Fin L) → ℂ) : Prop :=
  (∀ A B, ¬(A.card = a ∧ B.card = b) → ψ A B = 0) ∧ ∑ A, ∑ B, ‖ψ A B‖ ^ 2 = 1

/-- The real part of the inner product of `ψ` with the Hubbard Hamiltonian applied to `ψ`; for
normalised `ψ`, the real part of the expectation value. -/
def energy (t : Fin L → Fin L → ℝ) (U : ℝ) (ψ : Finset (Fin L) → Finset (Fin L) → ℂ) : ℝ :=
  (∑ A, ∑ B, conj (ψ A B) * hubbard t U ψ A B).re

/-- The lowest energy with `a` up and `b` down electrons, for `a` and `b` at most `L`. -/
def groundEnergy (t : Fin L → Fin L → ℝ) (U : ℝ) (a b : ℕ) : ℝ :=
  sInf (energy t U '' {ψ | IsState a b ψ})

/-- The sublattice sign: +1 on one sublattice, -1 on the other. -/
def eps (σ : Fin L → Bool) (i : Fin L) : ℂ := if σ i then 1 else -1

/-- The phase of the particle-hole map on the occupied set `B`. -/
def phase (σ : Fin L → Bool) (B : Finset (Fin L)) : ℂ :=
  ∏ j ∈ B, eps σ j * stringSign j Finset.univ

/-- The particle-hole map of one species: occupied and empty sites are exchanged, with a phase. -/
def particleHole (σ : Fin L → Bool) (φ : Finset (Fin L) → ℂ) (B : Finset (Fin L)) : ℂ :=
  phase σ B * φ Bᶜ

/-- The particle-hole map applied to the down electrons only. -/
def downHole (σ : Fin L → Bool) (ψ : Finset (Fin L) → Finset (Fin L) → ℂ)
    (A B : Finset (Fin L)) : ℂ :=
  particleHole σ (ψ A) B

/-- String signs and sublattice signs square to one. -/
theorem signs_sq (σ : Fin L → Bool) (i : Fin L) (B : Finset (Fin L)) :
    stringSign i B * stringSign i B = 1 ∧ eps σ i * eps σ i = 1 := by
  constructor
  · unfold stringSign
    rw [← Finset.prod_mul_distrib]
    exact Finset.prod_eq_one fun j _ => by split_ifs <;> norm_num
  · unfold eps
    split_ifs <;> norm_num

/-- The canonical anticommutator of annihilation at `i` and creation at `j` is 1 if `i = j`
and 0 otherwise. -/
theorem anticommutator (i j : Fin L) (φ : Finset (Fin L) → ℂ) (B : Finset (Fin L)) :
    annih i (create j φ) B + create j (annih i φ) B = if i = j then φ B else 0 := by
  rcases eq_or_ne i j with rfl | hij
  · by_cases h : i ∈ B
    · have h1 : stringSign i B = stringSign i (B.erase i) := by
        simp [stringSign, ← Finset.mul_prod_erase B _ h]
      have hs := (signs_sq (fun _ => true) i (B.erase i)).1
      simp only [annih, create, h, Finset.notMem_erase, Finset.insert_erase h, ↓reduceIte,
        zero_mul, zero_add]
      rw [h1]
      linear_combination φ B * hs
    · have h1 : stringSign i (insert i B) = stringSign i B := by
        simp [stringSign, Finset.prod_insert h]
      have hs := (signs_sq (fun _ => true) i B).1
      simp only [annih, create, h, Finset.mem_insert_self, Finset.erase_insert h, ↓reduceIte,
        zero_mul, add_zero, h1]
      linear_combination φ B * hs
  · by_cases hi : i ∈ B
    · simp [annih, create, hi, hij]
    by_cases hj : j ∈ B
    · -- moving one operator past the other changes exactly one string sign
      have e1 : stringSign j (insert i B) = (if i < j then -1 else 1) * stringSign j B :=
        Finset.prod_insert hi
      have e2 : stringSign i B = (if j < i then -1 else 1) * stringSign i (B.erase j) :=
        (Finset.mul_prod_erase B _ hj).symm
      have e3 : (if i < j then (-1 : ℂ) else 1) * (if j < i then -1 else 1) = -1 := by
        rcases lt_or_gt_of_ne hij with h | h <;> simp [h, lt_asymm h]
      simp only [annih, create, hi, hj, hij, Finset.mem_insert, Finset.mem_erase, or_true,
        and_false, ↓reduceIte, Finset.erase_insert_of_ne hij, e1]
      rw [e2]
      linear_combination
        (stringSign j B * stringSign i (B.erase j) * φ (insert i (B.erase j))) * e3
    · simp [annih, create, hi, hj, hij, hij.symm]

/-- The particle-hole map exchanges annihilation and creation at each site, up to the
sublattice sign. -/
theorem particleHole_exchange (σ : Fin L → Bool) (i : Fin L) (φ : Finset (Fin L) → ℂ) :
    annih i (particleHole σ φ) = eps σ i • particleHole σ (create i φ) ∧
    create i (particleHole σ φ) = eps σ i • particleHole σ (annih i φ) := by
  have hu (B : Finset (Fin L)) :
      stringSign i Finset.univ = stringSign i B * stringSign i Bᶜ :=
    (Finset.prod_mul_prod_compl B _).symm
  constructor <;> funext B <;> by_cases h : i ∈ B
  · simp [annih, particleHole, create, h]
  · have hp : phase σ (insert i B) = eps σ i * stringSign i Finset.univ * phase σ B :=
      Finset.prod_insert h
    simp only [annih, particleHole, create, h, Finset.mem_compl, not_false_eq_true, ↓reduceIte,
      Finset.compl_insert, Pi.smul_apply, smul_eq_mul, hp, hu B]
    linear_combination (eps σ i * stringSign i Bᶜ * phase σ B * φ (Bᶜ.erase i)) *
      (signs_sq σ i B).1
  · have hp : phase σ B = eps σ i * stringSign i Finset.univ * phase σ (B.erase i) :=
      (Finset.mul_prod_erase B _ h).symm
    simp only [annih, particleHole, create, h, Finset.mem_compl, not_true_eq_false, ↓reduceIte,
      Finset.compl_erase, Pi.smul_apply, smul_eq_mul, hp, hu B]
    obtain ⟨hc, he⟩ := signs_sq σ i Bᶜ
    linear_combination (-(stringSign i B * phase σ (B.erase i) * φ (insert i Bᶜ)) *
      eps σ i * eps σ i) * hc - (stringSign i B * phase σ (B.erase i) * φ (insert i Bᶜ)) * he
  · simp [annih, particleHole, create, h]

/-- Real symmetric hopping between opposite sublattices commutes with the particle-hole map. -/
theorem hop_particleHole {t : Fin L → Fin L → ℝ} {σ : Fin L → Bool}
    (ht : ∀ i j, t i j = t j i) (hσ : ∀ i j, σ i = σ j → t i j = 0)
    (φ : Finset (Fin L) → ℂ) : hop t (particleHole σ φ) = particleHole σ (hop t φ) := by
  funext B
  have key (i j : Fin L) : (t i j : ℂ) * create i (annih j (particleHole σ φ)) B =
      (t j i : ℂ) * (phase σ B * create j (annih i φ) Bᶜ) := by
    by_cases h : σ i = σ j
    · rw [hσ i j h, hσ j i h.symm]
      simp
    have hij : i ≠ j := fun e => h (by rw [e])
    have he : eps σ i * eps σ j = -1 := by
      revert h
      unfold eps
      cases σ i <;> cases σ j <;> simp
    have anti := anticommutator i j φ Bᶜ
    rw [if_neg hij] at anti
    have hs (z : ℂ) (χ : Finset (Fin L) → ℂ) : create i (z • χ) B = z * create i χ B := by
      simp only [create, Pi.smul_apply, smul_eq_mul]
      ring
    rw [(particleHole_exchange σ j φ).1, hs, (particleHole_exchange σ i _).2, ht i j]
    simp only [Pi.smul_apply, smul_eq_mul, particleHole]
    linear_combination ((t j i : ℂ) * phase σ B * annih i (create j φ) Bᶜ) * he -
      ((t j i : ℂ) * phase σ B) * anti
  simp only [hop, key, particleHole, Finset.mul_sum]
  rw [Finset.sum_comm]
  exact Finset.sum_congr rfl fun _ _ => Finset.sum_congr rfl fun _ _ => by ring

/-- For symmetric hopping between opposite sublattices, the particle-hole map of the down
electrons turns `U` into `-U`, up to `U` times the number of up electrons. -/
theorem hubbard_downHole {t : Fin L → Fin L → ℝ} {σ : Fin L → Bool}
    (ht : ∀ i j, t i j = t j i) (hσ : ∀ i j, σ i = σ j → t i j = 0) (U : ℝ)
    (ψ : Finset (Fin L) → Finset (Fin L) → ℂ) (A B : Finset (Fin L)) :
    hubbard t (-U) (downHole σ ψ) A B =
      downHole σ (hubbard t U ψ) A B - (U : ℂ) * (A.card : ℂ) * downHole σ ψ A B := by
  have h1 : hop t (fun A' => downHole σ ψ A' B) A =
      phase σ B * hop t (fun A' => ψ A' Bᶜ) A := by
    simp only [hop, create, annih, downHole, particleHole, Finset.mul_sum]
    exact Finset.sum_congr rfl fun _ _ => Finset.sum_congr rfl fun _ _ => by ring
  have h2 : hop t (downHole σ ψ A) B = phase σ B * hop t (ψ A) Bᶜ :=
    congrFun (hop_particleHole ht hσ (ψ A)) B
  -- each up electron meets either a down electron or a down hole
  have h3 : ((A ∩ Bᶜ).card : ℂ) + ((A ∩ B).card : ℂ) = (A.card : ℂ) := by
    have h := Finset.card_sdiff_add_card_inter A B
    rw [Finset.sdiff_eq_inter_compl] at h
    exact_mod_cast h
  have e1 : downHole σ (hubbard t U ψ) A B = phase σ B * hubbard t U ψ A Bᶜ := rfl
  have e2 : downHole σ ψ A B = phase σ B * ψ A Bᶜ := rfl
  rw [e1]
  unfold hubbard
  rw [h1, h2, e2]
  push_cast
  linear_combination (-(U : ℂ) * phase σ B * ψ A Bᶜ) * h3

/-- For symmetric hopping between opposite sublattices, the map takes a normalised state with
`a` up and `b` down electrons to one with `a` up and `L - b` down, and its energy at `-U` is the
old energy at `U` minus `U a`. -/
theorem energy_downHole {t : Fin L → Fin L → ℝ} {σ : Fin L → Bool}
    (ht : ∀ i j, t i j = t j i) (hσ : ∀ i j, σ i = σ j → t i j = 0) (U : ℝ) {a b : ℕ}
    {ψ : Finset (Fin L) → Finset (Fin L) → ℂ} (hψ : IsState a b ψ) :
    IsState a (L - b) (downHole σ ψ) ∧
      energy t (-U) (downHole σ ψ) = energy t U ψ - U * a := by
  have hn (B : Finset (Fin L)) : ‖phase σ B‖ ^ 2 = 1 := by
    have h : phase σ B * phase σ B = 1 := by
      unfold phase
      rw [← Finset.prod_mul_distrib]
      refine Finset.prod_eq_one fun j _ => ?_
      obtain ⟨hs, he⟩ := signs_sq σ j Finset.univ
      linear_combination (stringSign j Finset.univ * stringSign j Finset.univ) * he + hs
    rw [pow_two, ← norm_mul, h, norm_one]
  constructor
  · refine ⟨fun A B h => ?_, ?_⟩
    · have h0 : ψ A Bᶜ = 0 := hψ.1 _ _ fun ⟨h1, h2⟩ => h ⟨h1, by
        have h3 := Finset.card_add_card_compl B
        rw [Fintype.card_fin] at h3
        omega⟩
      simp [downHole, particleHole, h0]
    · rw [← hψ.2]
      refine Finset.sum_congr rfl fun A _ => ?_
      simp only [downHole, particleHole, norm_mul, mul_pow, hn, one_mul]
      exact Equiv.sum_comp (Function.Involutive.toPerm compl compl_involutive)
        (fun B => ‖ψ A B‖ ^ 2)
  · have term (A B : Finset (Fin L)) :
        conj (downHole σ ψ A B) * hubbard t (-U) (downHole σ ψ) A B =
        conj (ψ A Bᶜ) * hubbard t U ψ A Bᶜ - (U : ℂ) * a * (‖ψ A Bᶜ‖ : ℂ) ^ 2 := by
      have hP : conj (phase σ B) * phase σ B = 1 := by
        rw [Complex.conj_mul']
        exact_mod_cast hn B
      have hA : (A.card : ℂ) * ψ A Bᶜ = a * ψ A Bᶜ := by
        by_cases h : A.card = a
        · rw [h]
        · rw [hψ.1 A Bᶜ fun h' => h h'.1, mul_zero, mul_zero]
      rw [hubbard_downHole ht hσ]
      simp only [downHole, particleHole, map_mul]
      linear_combination (conj (ψ A Bᶜ) * hubbard t U ψ A Bᶜ -
        (U : ℂ) * A.card * conj (ψ A Bᶜ) * ψ A Bᶜ) * hP -
        (U : ℂ) * conj (ψ A Bᶜ) * hA - (U : ℂ) * a * Complex.conj_mul' (ψ A Bᶜ)
    have hN : ∑ A, ∑ B, (‖ψ A B‖ : ℂ) ^ 2 = 1 := by exact_mod_cast hψ.2
    have total : ∑ A, ∑ B, conj (downHole σ ψ A B) * hubbard t (-U) (downHole σ ψ) A B =
        (∑ A, ∑ B, conj (ψ A B) * hubbard t U ψ A B) - ((U * a : ℝ) : ℂ) := by
      -- sum over the complements instead of the sets themselves
      refine (Finset.sum_congr rfl fun A _ => (Finset.sum_congr rfl fun B _ => term A B).trans
        (Equiv.sum_comp (Function.Involutive.toPerm compl compl_involutive) (fun B =>
          conj (ψ A B) * hubbard t U ψ A B - (U : ℂ) * a * (‖ψ A B‖ : ℂ) ^ 2))).trans ?_
      simp only [Finset.sum_sub_distrib, ← Finset.mul_sum]
      rw [hN]
      push_cast
      ring
    unfold energy
    rw [total, Complex.sub_re, Complex.ofReal_re]

/-- For `a` and `b` at most `L`, the lowest energy is attained by a normalised state with `a` up
and `b` down electrons. -/
theorem groundEnergy_isLeast (t : Fin L → Fin L → ℝ) (U : ℝ) {a b : ℕ}
    (ha : a ≤ L) (hb : b ≤ L) :
    IsLeast (energy t U '' {ψ | IsState a b ψ}) (groundEnergy t U a b) := by
  have hcont : Continuous (energy t U) := by
    change Continuous fun ψ => energy t U ψ
    simp only [energy, hubbard, hop, create, annih]
    fun_prop
  have hclosed : IsClosed {ψ : Finset (Fin L) → Finset (Fin L) → ℂ | IsState a b ψ} := by
    simp only [IsState, Set.ofPred_and, Set.ofPred_forall]
    refine IsClosed.inter ?_ (isClosed_eq (by fun_prop) continuous_const)
    exact isClosed_iInter fun A => isClosed_iInter fun B => isClosed_iInter fun _ =>
      isClosed_eq (by fun_prop) continuous_const
  have hcomp : IsCompact {ψ : Finset (Fin L) → Finset (Fin L) → ℂ | IsState a b ψ} := by
    refine (isCompact_closedBall 0 1).of_isClosed_subset hclosed fun ψ hψ => ?_
    rw [mem_closedBall_zero_iff, pi_norm_le_iff_of_nonneg zero_le_one]
    intro A
    rw [pi_norm_le_iff_of_nonneg zero_le_one]
    intro B
    have h1 : ‖ψ A B‖ ^ 2 ≤ ∑ B', ‖ψ A B'‖ ^ 2 :=
      Finset.single_le_sum (f := fun B' => ‖ψ A B'‖ ^ 2)
        (fun _ _ => by positivity) (Finset.mem_univ B)
    have h2 : ∑ B', ‖ψ A B'‖ ^ 2 ≤ ∑ A', ∑ B', ‖ψ A' B'‖ ^ 2 :=
      Finset.single_le_sum (f := fun A' => ∑ B', ‖ψ A' B'‖ ^ 2)
        (fun _ _ => by positivity) (Finset.mem_univ A)
    have h3 := hψ.2
    nlinarith [norm_nonneg (ψ A B)]
  refine (hcomp.image hcont).isLeast_sInf (Set.Nonempty.image _ ?_)
  -- a single configuration with the right electron numbers
  obtain ⟨A₀, -, hA⟩ := Finset.exists_subset_card_eq
    (s := (Finset.univ : Finset (Fin L))) (n := a) (by simpa using ha)
  obtain ⟨B₀, -, hB⟩ := Finset.exists_subset_card_eq
    (s := (Finset.univ : Finset (Fin L))) (n := b) (by simpa using hb)
  refine ⟨fun A B => if A = A₀ ∧ B = B₀ then 1 else 0, fun A B h => ?_, ?_⟩
  · exact if_neg fun h' => h ⟨by rw [h'.1, hA], by rw [h'.2, hB]⟩
  · rw [Finset.sum_eq_single A₀, Finset.sum_eq_single B₀] <;> simp +contextual

/-- On a bipartite lattice of `L` sites with real symmetric hopping between the sublattices, and
for `a, b ≤ L`, the lowest Hubbard energies obey `E(U; a, b) = U a + E(-U; a, L - b)`. -/
theorem groundEnergy_repulsive_attractive {t : Fin L → Fin L → ℝ} {σ : Fin L → Bool}
    (ht : ∀ i j, t i j = t j i) (hσ : ∀ i j, σ i = σ j → t i j = 0) (U : ℝ) {a b : ℕ}
    (ha : a ≤ L) (hb : b ≤ L) :
    groundEnergy t U a b = U * a + groundEnergy t (-U) a (L - b) := by
  -- the image of a ground state is a trial state for the other problem
  have key (V : ℝ) (c : ℕ) (hc : c ≤ L) :
      groundEnergy t (-V) a (L - c) ≤ groundEnergy t V a c - V * a := by
    obtain ⟨ψ, hψ, he⟩ := (groundEnergy_isLeast t V ha hc).1
    obtain ⟨h1, h2⟩ := energy_downHole ht hσ V hψ
    rw [← he, ← h2]
    exact (groundEnergy_isLeast t (-V) ha (Nat.sub_le L c)).2 ⟨_, h1, rfl⟩
  have h1 := key U b hb
  have h2 := key (-U) (L - b) (Nat.sub_le L b)
  rw [neg_neg, Nat.sub_sub_self hb] at h2
  linarith

/-- On a bipartite lattice of `L = 2 n + x` sites with real symmetric hopping between the
sublattices, the lowest Hubbard energy at `U` with `n` electrons of each spin is `U n` plus the
lowest energy at `-U` with `n` up and `n + x` down electrons. -/
theorem doping_to_spin_imbalance {t : Fin L → Fin L → ℝ} {σ : Fin L → Bool}
    (ht : ∀ i j, t i j = t j i) (hσ : ∀ i j, σ i = σ j → t i j = 0) (U : ℝ) {n x : ℕ}
    (hL : L = 2 * n + x) :
    groundEnergy t U n n = U * n + groundEnergy t (-U) n (n + x) := by
  have h := groundEnergy_repulsive_attractive ht hσ U (a := n) (b := n) (by omega) (by omega)
  rwa [show L - n = n + x by omega] at h

end

end HubbardParticleHole
```

```lean
#print axioms HubbardParticleHole.hubbard_downHole
-- 'HubbardParticleHole.hubbard_downHole' depends on axioms: [propext, Classical.choice, Quot.sound]
#print axioms HubbardParticleHole.doping_to_spin_imbalance
-- 'HubbardParticleHole.doping_to_spin_imbalance' depends on axioms: [propext, Classical.choice, Quot.sound]
```

## Two electron sectors at opposite U

The identity is `groundEnergy_repulsive_attractive`. A state `ψ A B` is a complex amplitude for up electrons on the site set $A$ and down electrons on $B$; `IsState a b ψ` fixes both numbers and the norm. `hubbard` adds the hopping of each species to $U|A\cap B|$. Hopping enters as $+t_{ij}c_i^\dagger c_j$, summed over ordered pairs, so the customary minus sign belongs in `t`.

The colouring `σ` names the sublattices. Hypothesis `ht` makes `t` symmetric, and `hσ` removes hopping within a sublattice, including on-site energies ($i=j$). The real number $U$ is uniform and may have either sign. `groundEnergy` is an infimum, which `groundEnergy_isLeast` shows to be attained for $a,b\le L$.

In `doping_to_spin_imbalance`, $L=2n+x$. With $n$ electrons of each spin the system has $x$ holes relative to half filling; its partner at $-U$ is half filled, with $n$ up and $n+x$ down electrons. For such finite clusters, the identity gives a check on exact-diagonalisation codes. It concerns lowest energies at fixed electron numbers, not phases or the thermodynamic limit.

## Exchanging down electrons and holes

Let $s_i(B)=\pm1$ be the string sign, one factor $-1$ for each site of $B$ before $i$, and let $\varepsilon_i=\pm1$ mark the sublattice. For one species with amplitude $\varphi$, define

$$(P\varphi)(B)=\eta(B)\,\varphi(B^c),\qquad \eta(B)=\prod_{j\in B}\varepsilon_j s_j(\text{all sites}).$$

If $i\notin B$, then $s_i(\text{all sites})=s_i(B)s_i(B^c)$ and $s_i(B)^2=1$ give

$$(c_iP\varphi)(B)=s_i(B)\,\eta(B\cup\{i\})\,\varphi(B^c\setminus\{i\})=\varepsilon_i(Pc_i^\dagger\varphi)(B).$$

If $i\in B$, both sides vanish. Likewise $c_i^\dagger P=\varepsilon_iPc_i$. For $i,j$ on opposite sublattices,

$$c_i^\dagger c_jP=\varepsilon_i\varepsilon_jPc_ic_j^\dagger=-Pc_ic_j^\dagger=Pc_j^\dagger c_i.$$

Multiplying by $t_{ij}=t_{ji}$ and summing shows that hopping commutes with $P$.

Now apply $P$ to the down electrons only: $\psi'(A,B)=\eta(B)\psi(A,B^c)$. Up hopping leaves $B$, and hence $\eta(B)$, unchanged. Since $|A\cap B|+|A\cap B^c|=|A|$,

$$H_{-U}\psi'=(H_U\psi)'-U|A|\,\psi'.$$

Signs and complements preserve the norm, $b$ becomes $L-b$, and $|A|=a$ in the sector. The energy of $\psi'$ at $-U$ is therefore that of $\psi$ at $U$ minus $Ua$. Taking $\psi$ to be a minimiser gives $E(-U;a,L-b)\le E(U;a,b)-Ua$. The same inequality with $U\to-U$ and $b\to L-b$ is the reverse bound.

## The argument in Lean

`anticommutator` splits on whether the sites coincide and are occupied; `particleHole_exchange` does the sign calculation above. In `hop_particleHole`, `key` matches each hopping term with its reverse, and `Finset.sum_comm` swaps the indices. `hubbard_downHole` adds the counting identity as `h3`, and `linear_combination` finishes the algebra.

`energy_downHole` reindexes the sums by complements. `groundEnergy_isLeast` uses a continuous energy on a compact, nonempty set of states. In the main theorem, `key` is the one-sided inequality, used twice before `linarith` combines the results.

## A triangle breaks the identity

Take three sites with $t_{ij}=1$ for $i\ne j$ and zero on-site terms. The one-particle energies are $2,-1,-1$, so $E(U;0,1)=-1$ but $E(-U;0,2)=-2$, whereas the identity would make them equal. Symmetric hopping without on-site terms is thus not enough.
